# The sign of m(1)m(−1) compares the ground-state parities of periodic and antiperiodic Majorana rings

Let $m$ be a real polynomial without zeros on the unit circle, and let $P$ and $Q$ be the periodic and antiperiodic shifts on $N\ge 1$ sites. Then $\det m(P)\,\det m(Q)$ has the sign of $m(1)m(-1)$. For the non-interacting, translation-invariant rings described below, a negative sign means that the two ground states have opposite fermion parity, which marks a topological superconductor in one dimension.

```lean
import Mathlib

open Matrix Polynomial
open scoped ComplexConjugate

namespace KitaevRingParity
```

## The ring and its normal modes

Number the sites $0,\dots,N-1$. The shift $T$ has $T_{i,i+1}=1$ and a closing bond $T_{N-1,0}=s$, so $P$ is the case $s=1$ and $Q$ the case $s=-1$.

```lean
/-- The shift by one site on a ring of `N` sites, with amplitude `s` on the bond that closes the
ring: `s = 1` is the periodic and `s = -1` the antiperiodic boundary condition. -/
def twistedShift (N : ℕ) (s : ℝ) : Matrix (Fin N) (Fin N) ℝ := fun i j =>
  if (j : ℕ) = i + 1 then 1 else if (i : ℕ) + 1 = N ∧ (j : ℕ) = 0 then s else 0
```

Each site carries two Majorana operators $a_i,b_i$ that square to one. The Hamiltonian is
$$H=\tfrac i2\sum_{ij}a_iM_{ij}b_j,\qquad M=m(T).$$
The coefficient of $X^r$ in $m$ couples $a_i$ to $b_{i+r}$, with $r\ge0$. There are no $aa$ or $bb$ terms. In Lean, `aeval` substitutes the shift into $m$.

```lean
/-- The matrix `M = m(T)` of the Majorana Hamiltonian `(i/2) ∑ a_i M_ij b_j` on the ring, where
`T` is the shift with boundary amplitude `s` and the coefficients of `m` are the couplings. -/
noncomputable def ringCoupling (N : ℕ) (s : ℝ) (m : ℝ[X]) : Matrix (Fin N) (Fin N) ℝ :=
  aeval (twistedShift N s) m
```

Momenta enter through powers of $\omega=e^{i\pi/N}$.

```lean
/-- The elementary Bloch phase `exp(iπ/N)` of a ring with `N ≥ 1` sites. -/
noncomputable def phase (N : ℕ) : ℂ := Complex.exp ((Real.pi / N : ℝ) * Complex.I)
```

Suppose $M=U\,\mathrm{diag}(\varepsilon)\,V^{\mathsf T}$ with $U,V$ orthogonal and all $\varepsilon_k>0$. With $a'_k=\sum_iU_{ik}a_i$ and $b'_k=\sum_jV_{jk}b_j$,
$$H=\tfrac i2\sum_k\varepsilon_k a'_kb'_k,\qquad \prod_k(ia'_kb'_k)=\det U\,\det V\prod_j(ia_jb_j).$$
The ground state has $ia'_kb'_k=-1$ for every $k$, so its parity $\prod_j(ia_jb_j)$ is $(-1)^N\det U\det V$. The factor $(-1)^N$ cancels between two rings of equal length. This operator algebra is done here by hand; the Lean code works with the matrices alone.

```lean
/-- Normal modes of the coupling matrix `M`: orthogonal transformations `U` and `V` of the two
Majorana species bring `M` to diagonal form with positive mode energies `ε`. -/
structure NormalModes {N : ℕ} (M U V : Matrix (Fin N) (Fin N) ℝ) (ε : Fin N → ℝ) : Prop where
  left : U * Uᵀ = 1
  right : V * Vᵀ = 1
  pos : ∀ k, 0 < ε k
  decomp : M = U * diagonal ε * Vᵀ
```

## Determinants as products over momenta

Since $\omega=e^{2\pi i/(2N)}$, the powers $\omega^0,\dots,\omega^{2N-1}$ are all the $2N$-th roots of unity, each once, and $\omega^N=-1$.

```lean
/-- For `N ≥ 1` the elementary phase is a primitive `2N`-th root of unity, and its `N`-th power
is `-1`. -/
theorem phase_primitive {N : ℕ} (hN : 0 < N) :
    IsPrimitiveRoot (phase N) (2 * N) ∧ phase N ^ N = -1 := by
  have h0 : (N : ℂ) ≠ 0 := by exact_mod_cast hN.ne'
  constructor
  · have h := Complex.isPrimitiveRoot_exp (2 * N) (by omega)
    have e : phase N = Complex.exp (2 * Real.pi * Complex.I / ((2 * N : ℕ) : ℂ)) := by
      unfold phase
      congr 1
      push_cast
      field_simp
    rwa [e]
  · have e : (N : ℂ) * ((Real.pi / N : ℝ) * Complex.I) = Real.pi * Complex.I := by
      push_cast
      field_simp
    rw [phase, ← Complex.exp_nat_mul, e, Complex.exp_pi_mul_I]
```

If $a+b=2N$, then $\omega^a=\overline{\omega^b}$. The coefficients of $m$ are real, so $m(\omega^a)=\overline{m(\omega^b)}$.

```lean
/-- Opposite momenta on a ring with `N ≥ 1` sites give complex conjugate values of the real
polynomial `m`. -/
theorem aeval_reflect {N a b : ℕ} (hN : 0 < N) (h : a + b = 2 * N) (m : ℝ[X]) :
    aeval (phase N ^ a) m = conj (aeval (phase N ^ b) m) := by
  have hn : phase N ^ b * conj (phase N ^ b) = 1 := by
    rw [Complex.mul_conj, Complex.normSq_eq_norm_sq, norm_pow, phase,
      Complex.norm_exp_ofReal_mul_I]
    simp
  have hp : phase N ^ a * phase N ^ b = 1 := by
    rw [← pow_add, h, (phase_primitive hN).1.pow_eq_one]
  have e : phase N ^ a = conj (phase N ^ b) := by
    linear_combination conj (phase N ^ b) * hp - phase N ^ a * hn
  rw [e]
  exact aeval_algHom_apply Complex.conjAe.toAlgHom _ m
```

Write $s=(-1)^c$ with $c\in\{0,1\}$, and set $z_k=\omega^{2k+c}$, so that $z_k^N=s$. The plane waves $W_{ik}=z_k^i$ satisfy
$$(TW)_{ik}=z_k^{i+1}=(W\,\mathrm{diag}(z))_{ik}.$$
In the last row this uses $s=z_k^N$. Hence $m(T)W=W\,\mathrm{diag}(m(z_k))$. The $z_k$ are distinct, so the Vandermonde matrix $W$ is invertible and
$$\det m(T)=\prod_{k=0}^{N-1}m(\omega^{2k+c}).$$
In the proof $W$ is called `V`. `hB` is the eigenvector equation, `hI` extends it to polynomials by induction, and `mul_left_cancel₀` removes $\det W$.

```lean
/-- The determinant of the coupling matrix is the product of `m` over the allowed Bloch phases:
even multiples of `π/N` for the periodic ring (`c = 0`), odd ones for the antiperiodic (`c = 1`). -/
theorem det_momentum {N c : ℕ} (hN : 0 < N) (hc : c < 2) (s : ℝ) (hs : s = (-1) ^ c)
    (m : ℝ[X]) : ((ringCoupling N s m).det : ℂ) =
      ∏ j ∈ Finset.range N, aeval (phase N ^ (2 * j + c)) m := by
  obtain ⟨hprim, hhalf⟩ := phase_primitive hN
  let z : Fin N → ℂ := fun k => phase N ^ (2 * (k : ℕ) + c)
  have hz : Function.Injective z := fun i j hij => by
    have h := hprim.pow_inj (by have := i.2; omega) (by have := j.2; omega) hij
    exact Fin.ext (by omega)
  have hzN : ∀ k, z k ^ N = (s : ℂ) := fun k => by
    change (phase N ^ (2 * (k : ℕ) + c)) ^ N = _
    rw [← pow_mul, mul_comm, pow_mul, hhalf, pow_add, pow_mul, hs]
    simp
  let φ : Matrix (Fin N) (Fin N) ℝ →ₐ[ℝ] Matrix (Fin N) (Fin N) ℂ :=
    (Algebra.ofId ℝ ℂ).mapMatrix
  let V : Matrix (Fin N) (Fin N) ℂ := (vandermonde z)ᵀ
  have hV : V.det ≠ 0 := by
    rw [det_transpose]
    exact det_vandermonde_ne_zero_iff.mpr hz
  -- the columns of V are plane waves, eigenvectors of the shift
  have hB : SemiconjBy V (diagonal z) (φ (twistedShift N s)) := by
    change V * diagonal z = φ (twistedShift N s) * V
    ext i k
    rw [mul_diagonal, Matrix.mul_apply]
    change z k ^ (i : ℕ) * z k = ∑ j, ((twistedShift N s i j : ℝ) : ℂ) * z k ^ (j : ℕ)
    have hi := i.2
    by_cases h : (i : ℕ) + 1 < N
    · rw [Finset.sum_eq_single (⟨i + 1, h⟩ : Fin N)]
      · simp [twistedShift, pow_succ]
      · intro j _ hj
        have h1 : ¬ (j : ℕ) = i + 1 := fun e => hj (Fin.ext e)
        have h2 : ¬ ((i : ℕ) + 1 = N ∧ (j : ℕ) = 0) := by omega
        simp only [twistedShift, if_neg h1, if_neg h2, Complex.ofReal_zero, zero_mul]
      · simp
    · have hl : (i : ℕ) + 1 = N := by omega
      rw [Finset.sum_eq_single (⟨0, hN⟩ : Fin N)]
      · rw [← pow_succ, hl, hzN k]
        simp [twistedShift, hl, hN.ne]
      · intro j _ hj
        have h1 : ¬ (j : ℕ) = i + 1 := by have := j.2; omega
        have h2 : ¬ ((i : ℕ) + 1 = N ∧ (j : ℕ) = 0) := fun e => hj (Fin.ext e.2)
        simp only [twistedShift, if_neg h1, if_neg h2, Complex.ofReal_zero, zero_mul]
      · simp
  -- hence they are eigenvectors of every polynomial in the shift
  have hI : ∀ p : ℝ[X], aeval (φ (twistedShift N s)) p * V =
      V * diagonal (fun k => aeval (z k) p) := by
    intro p
    induction p using Polynomial.induction_on' with
    | add p q hp hq =>
      simp only [map_add, add_mul, hp, hq]
      rw [← mul_add, diagonal_add]
    | monomial n a =>
      have hD : diagonal (fun k => aeval (z k) (monomial n a)) =
          algebraMap ℝ (Matrix (Fin N) (Fin N) ℂ) a * diagonal z ^ n := by
        rw [diagonal_pow, algebraMap_eq_diagonal, diagonal_mul_diagonal]
        congr 1
        funext k
        simp [aeval_monomial]
      rw [hD, aeval_monomial, mul_assoc, ← (hB.pow_right n).eq, ← mul_assoc,
        Algebra.commutes a V, mul_assoc]
  have hdet := congrArg det (hI m)
  rw [det_mul, det_mul, det_diagonal, mul_comm] at hdet
  have h := mul_left_cancel₀ hV hdet
  rw [Finset.prod_range (fun j => aeval (phase N ^ (2 * j + c)) m)]
  refine Eq.trans ?_ h
  rw [aeval_algHom_apply]
  exact AlgHom.map_det (Algebra.ofId ℝ ℂ) _
```

The two rings together use every exponent from $0$ to $2N-1$ once (`hmerge`). Exponents $0$ and $N$ give $m(1)$ and $m(-1)$; the others pair with their opposites (`hsplit`):
$$\det m(P)\det m(Q)=m(1)m(-1)\prod_{k=0}^{N-2}|m(\omega^{k+1})|^2.$$

```lean
/-- For `N ≥ 1` the periodic and antiperiodic determinants multiply to `m(1) m(-1)` times the
squared moduli of `m` at the phases `exp(iπk/N)`, `k = 1, …, N-1`. -/
theorem det_mul_det {N : ℕ} (hN : 0 < N) (m : ℝ[X]) :
    (ringCoupling N 1 m).det * (ringCoupling N (-1) m).det = m.eval 1 * m.eval (-1) *
      ∏ k ∈ Finset.range (N - 1), Complex.normSq (aeval (phase N ^ (k + 1)) m) := by
  obtain ⟨n, rfl⟩ : ∃ n, N = n + 1 := ⟨N - 1, by omega⟩
  -- even and odd momenta together are all momenta
  have hmerge : ∀ (f : ℕ → ℂ) (M : ℕ), (∏ j ∈ Finset.range M, f (2 * j + 0)) *
      ∏ j ∈ Finset.range M, f (2 * j + 1) = ∏ k ∈ Finset.range (2 * M), f k := by
    intro f M
    induction M with
    | zero => simp
    | succ M ih =>
      rw [Finset.prod_range_succ, Finset.prod_range_succ, show 2 * (M + 1) = 2 * M + 1 + 1 by ring,
        Finset.prod_range_succ, Finset.prod_range_succ, ← ih]
      simp only [add_zero]
      ring
  -- momenta 0 and π stand alone, the others are paired with their opposites
  have hsplit : ∀ f : ℕ → ℂ, ∏ k ∈ Finset.range (2 * (n + 1)), f k = f 0 * f (n + 1) *
      ∏ x ∈ Finset.range n, (f (x + 1) * f (n + 1 + (n - 1 - x + 1))) := by
    intro f
    rw [show 2 * (n + 1) = (n + 1) + (n + 1) by ring, Finset.prod_range_add,
      Finset.prod_range_succ', Finset.prod_range_succ' (fun x => f (n + 1 + x)),
      Finset.prod_mul_distrib, Finset.prod_range_reflect (fun x => f (n + 1 + (x + 1))) n]
    simp only [add_zero]
    ring
  have hev : ∀ x : ℝ, aeval (x : ℂ) m = ((m.eval x : ℝ) : ℂ) := fun x => by
    rw [← coe_aeval_eq_eval]
    exact aeval_algebraMap_apply ℂ x m
  have h0 := hev 1
  have h1 := hev (-1)
  rw [Complex.ofReal_one] at h0
  rw [Complex.ofReal_neg, Complex.ofReal_one] at h1
  apply Complex.ofReal_injective
  rw [Complex.ofReal_mul, det_momentum (c := 0) hN (by omega) 1 (by norm_num),
    det_momentum (c := 1) hN (by omega) (-1) (by norm_num),
    hmerge (fun k => aeval (phase (n + 1) ^ k) m), hsplit, pow_zero, (phase_primitive hN).2,
    h0, h1, Complex.ofReal_mul, Complex.ofReal_mul, Complex.ofReal_prod, Nat.add_sub_cancel]
  congr 1
  refine Finset.prod_congr rfl fun x hx => ?_
  have hx' := Finset.mem_range.mp hx
  rw [aeval_reflect (a := n + 1 + (n - 1 - x + 1)) (b := x + 1) hN (by omega),
    Complex.mul_conj]
```

## Signs

The mode energies are $|m(z)|$ at the allowed phases. The hypothesis `gap` therefore says that the bulk spectrum has a gap at every momentum. It makes the squared moduli positive, which leaves the sign of $m(1)m(-1)$.

```lean
/-- If `m` has no zero on the unit circle and `N ≥ 1`, the product of the periodic and
antiperiodic determinants has the sign of `m(1) m(-1)`. -/
theorem sign_det_mul_det {N : ℕ} (hN : 0 < N) (m : ℝ[X])
    (gap : ∀ z : ℂ, ‖z‖ = 1 → aeval z m ≠ 0) :
    SignType.sign ((ringCoupling N 1 m).det * (ringCoupling N (-1) m).det) =
      SignType.sign (m.eval 1 * m.eval (-1)) := by
  have hpos : 0 < ∏ k ∈ Finset.range (N - 1),
      Complex.normSq (aeval (phase N ^ (k + 1)) m) := by
    refine Finset.prod_pos fun k _ => Complex.normSq_pos.mpr (gap _ ?_)
    rw [norm_pow, phase, Complex.norm_exp_ofReal_mul_I, one_pow]
  rw [det_mul_det hN, sign_mul, sign_pos hpos, mul_one]
```

For even $N$, the antiperiodic exponents $2j+1$ avoid both $0$ and $N$. They pair among themselves, so
$$\det m(Q)=\prod_{j=0}^{N/2-1}|m(\omega^{2j+1})|^2>0,$$
and the periodic determinant carries the whole sign.

For odd $N$, the same pairing by hand leaves $m(1)$ alone in the periodic ring and $m(-1)$ alone in the antiperiodic one, so $\det m(P)$ has the sign of $m(1)$ and $\det m(Q)$ that of $m(-1)$.

```lean
/-- If `m` has no zero on the unit circle and `N ≥ 2` is even, the antiperiodic determinant is
positive and the periodic one has the sign of `m(1) m(-1)`. -/
theorem sign_det_of_even {N : ℕ} (hN : 0 < N) (he : Even N) (m : ℝ[X])
    (gap : ∀ z : ℂ, ‖z‖ = 1 → aeval z m ≠ 0) :
    0 < (ringCoupling N (-1) m).det ∧
      SignType.sign (ringCoupling N 1 m).det = SignType.sign (m.eval 1 * m.eval (-1)) := by
  have hpos : 0 < (ringCoupling N (-1) m).det := by
    obtain ⟨M, rfl⟩ := he
    -- no antiperiodic momentum is its own opposite
    have hQ : (ringCoupling (M + M) (-1) m).det =
        ∏ j ∈ Finset.range M, Complex.normSq (aeval (phase (M + M) ^ (2 * j + 1)) m) := by
      apply Complex.ofReal_injective
      rw [det_momentum (c := 1) hN (by omega) (-1) (by norm_num), Finset.prod_range_add,
        ← Finset.prod_range_reflect (fun x => aeval (phase (M + M) ^ (2 * (M + x) + 1)) m) M,
        ← Finset.prod_mul_distrib, Complex.ofReal_prod]
      refine Finset.prod_congr rfl fun j hj => ?_
      have hj' := Finset.mem_range.mp hj
      rw [aeval_reflect (a := 2 * (M + (M - 1 - j)) + 1) (b := 2 * j + 1) hN (by omega),
        Complex.mul_conj]
    rw [hQ]
    refine Finset.prod_pos fun k _ => Complex.normSq_pos.mpr (gap _ ?_)
    rw [norm_pow, phase, Complex.norm_exp_ofReal_mul_I, one_pow]
  have h := sign_det_mul_det hN m gap
  rw [sign_mul, sign_pos hpos, mul_one] at h
  exact ⟨hpos, h⟩
```

## From determinants to parity

Orthogonality gives $(\det U\det V)^2=1$, and the decomposition gives $\det M=\det U\det V\prod_k\varepsilon_k$. So $\det M\neq0$, and $\det U\det V$ is its sign.

```lean
/-- A coupling matrix with normal modes of positive energy is invertible, and the combined
orientation `det U det V` of the two orthogonal matrices is the sign of its determinant. -/
theorem NormalModes.orientation {N : ℕ} {M U V : Matrix (Fin N) (Fin N) ℝ} {ε : Fin N → ℝ}
    (h : NormalModes M U V ε) :
    M.det ≠ 0 ∧ U.det * V.det = (SignType.sign M.det : ℝ) := by
  have hU := congrArg det h.left
  have hV := congrArg det h.right
  rw [det_mul, det_transpose, det_one] at hU hV
  have hs : (U.det * V.det) * (U.det * V.det) = 1 := by
    linear_combination V.det * V.det * hU + hV
  have hε : 0 < ∏ k, ε k := Finset.prod_pos fun k _ => h.pos k
  have hM : M.det = (U.det * V.det) * ∏ k, ε k := by
    rw [h.decomp, det_mul, det_mul, det_diagonal, det_transpose]
    ring
  rw [hM, sign_mul, sign_pos hε, mul_one]
  rcases mul_self_eq_one_iff.mp hs with e | e <;> rw [e] <;> simp [hε.ne']
```

Multiplying these signs for the two rings gives the parity comparison. Here positive mode energies on both finite rings replace `gap`: they already exclude zeros of $m$ at the $2N$ momenta involved.

```lean
/-- If the periodic and antiperiodic rings with `N ≥ 1` sites both have normal modes of positive
energy, the product of their two orientations `det U det V` is the sign of `m(1) m(-1)`. -/
theorem parity_comparison {N : ℕ} (hN : 0 < N) (m : ℝ[X])
    {U V U' V' : Matrix (Fin N) (Fin N) ℝ} {ε ε' : Fin N → ℝ}
    (hP : NormalModes (ringCoupling N 1 m) U V ε)
    (hQ : NormalModes (ringCoupling N (-1) m) U' V' ε') :
    (U.det * V.det) * (U'.det * V'.det) =
      (SignType.sign (m.eval 1 * m.eval (-1)) : ℝ) := by
  have hne := mul_ne_zero hP.orientation.1 hQ.orientation.1
  rw [det_mul_det hN] at hne
  have hpos := lt_of_le_of_ne
    (Finset.prod_nonneg fun k _ => Complex.normSq_nonneg (aeval (phase N ^ (k + 1)) m))
    (right_ne_zero_of_mul hne).symm
  rw [hP.orientation.2, hQ.orientation.2, ← SignType.coe_mul, ← sign_mul, det_mul_det hN,
    sign_mul, sign_pos hpos, mul_one]
```

## The Kitaev chain

Take $m=\mu+tX$, the Kitaev chain with hopping and pairing of equal strength. In the Hamiltonian above, $|\mu|$ is the magnitude of the chemical potential and $|t|$ is twice that of the hopping amplitude. Then $m(1)m(-1)=\mu^2-t^2$. If $|\mu|<|t|$, a zero on the unit circle would force $|\mu|=|t|$, so `gap` holds and the product of determinants is negative. If $|\mu|\ge|t|$, the product formula makes it non-negative.

```lean
/-- For the Kitaev chain with on-site coupling `μ` and nearest-neighbour coupling `t` on `N ≥ 1`
sites, the two determinants have opposite signs exactly when `|μ| < |t|`. -/
theorem kitaev_chain {N : ℕ} (hN : 0 < N) (μ t : ℝ) :
    (ringCoupling N 1 (C μ + C t * X)).det * (ringCoupling N (-1) (C μ + C t * X)).det < 0 ↔
      |μ| < |t| := by
  have he : (C μ + C t * X : ℝ[X]).eval 1 * (C μ + C t * X : ℝ[X]).eval (-1) =
      μ ^ 2 - t ^ 2 := by
    simp only [eval_add, eval_mul, eval_C, eval_X]
    ring
  constructor
  · intro h
    rw [det_mul_det hN, he] at h
    rw [← sq_lt_sq]
    by_contra hc
    exact absurd h (not_lt_of_ge (mul_nonneg (by linarith [not_lt.mp hc])
      (Finset.prod_nonneg fun k _ => Complex.normSq_nonneg _)))
  · intro h
    have hs := sign_det_mul_det hN (C μ + C t * X) (fun z hz h0 => by
      have h1 : (μ : ℂ) + t * z = 0 := by simpa using h0
      have h2 := congrArg norm (eq_neg_of_add_eq_zero_left h1)
      rw [norm_neg, norm_mul, hz, mul_one, Complex.norm_real, Complex.norm_real,
        Real.norm_eq_abs, Real.norm_eq_abs] at h2
      linarith)
    rw [he, sign_neg (by linarith [sq_lt_sq.mpr h] : μ ^ 2 - t ^ 2 < 0)] at hs
    exact sign_eq_neg_one_iff.mp hs
```

For $N=2$ and $m=X$, the choice $U=T$, $V=1$, $\varepsilon_k=1$ gives normal modes for both boundary conditions. Here $\det U=-s$, so the two parities differ, in agreement with $m(1)m(-1)=-1$.

```lean
/-- On two sites with pure nearest-neighbour coupling `m = X`, the shift itself and the identity are
normal-mode transformations with unit energies, for both boundary conditions. -/
theorem normalModes_witness :
    NormalModes (ringCoupling 2 1 X) (twistedShift 2 1) 1 (fun _ => 1) ∧
      NormalModes (ringCoupling 2 (-1) X) (twistedShift 2 (-1)) 1 (fun _ => 1) := by
  constructor <;>
    refine ⟨?_, by simp, fun _ => one_pos, by simp [ringCoupling]⟩ <;>
    ext i j <;> fin_cases i <;> fin_cases j <;>
    simp [twistedShift, Matrix.mul_apply, Fin.sum_univ_succ]

end KitaevRingParity
```

```lean
#print axioms KitaevRingParity.sign_det_of_even
#print axioms KitaevRingParity.parity_comparison
#print axioms KitaevRingParity.kitaev_chain
```

```
'KitaevRingParity.sign_det_of_even' depends on axioms: [propext, Classical.choice, Quot.sound]
'KitaevRingParity.parity_comparison' depends on axioms: [propext, Classical.choice, Quot.sound]
'KitaevRingParity.kitaev_chain' depends on axioms: [propext, Classical.choice, Quot.sound]
```
